# The energy derivative of an impurity's self-energy in the ladder approximation

In this model the impurity's self-energy at real energy `E` is a finite sum over hole momenta q of T-matrices T_q(E) = 1/(1/g − S_q(E)), where S_q(E) = ∑_k 1/(E − e_kq) and the energies e_kq are given real numbers. The theorem states that its derivative with respect to `E` is −∑_q T_q² ∑_k 1/(E − e_kq)², provided that g ≠ 0, that `E` equals none of the e_kq, and that no g S_q(E) equals 1. The proof differentiates S_q term by term, applies the quotient rule to each T_q, and leaves it to `ring` to show that the result agrees with the stated formula.

The failing Lean file:

```lean
import Mathlib

open Finset

namespace ChevyPolaron

noncomputable section

variable {K Q : Type*} [Fintype K] [Fintype Q]

/-- The pair propagator `S_q(E) = ∑_k 1 / (E - e_kq)`. -/
def pairProp (e : K → Q → ℝ) (E : ℝ) (q : Q) : ℝ := ∑ k, 1 / (E - e k q)

/-- The ladder T-matrix `T_q(E) = 1 / (1/g - S_q(E))`. -/
def tMatrix (e : K → Q → ℝ) (g E : ℝ) (q : Q) : ℝ := 1 / (1 / g - pairProp e E q)

/-- The impurity self-energy, the sum of the T-matrix over hole momenta. -/
def selfEnergy (e : K → Q → ℝ) (g E : ℝ) : ℝ := ∑ q, tMatrix e g E q

/-- If `g ≠ 0` and `g s ≠ 1`, then `1/g - s` does not vanish. -/
lemma denom_ne_zero {g s : ℝ} (hg : g ≠ 0) (hs : g * s ≠ 1) : 1 / g - s ≠ 0 := by
  intro h
  apply hs
  have h1 : s = 1 / g := by linarith
  rw [h1]
  exact mul_one_div_cancel hg

/-- If `g ≠ 0`, `E` differs from every `e_kq` and no `g S_q(E)` equals `1`, then the self-energy has
derivative `-∑_q T_q² ∑_k 1 / (E - e_kq)²` at `E`. -/
theorem selfEnergy_hasDerivAt (e : K → Q → ℝ) {g E : ℝ} (hg : g ≠ 0)
    (hE : ∀ k q, E ≠ e k q) (hS : ∀ q, g * pairProp e E q ≠ 1) :
    HasDerivAt (selfEnergy e g)
      (-∑ q, tMatrix e g E q ^ 2 * ∑ k, 1 / (E - e k q) ^ 2) E := by
  have hP : ∀ q, HasDerivAt (fun x => pairProp e x q) (-∑ k, 1 / (E - e k q) ^ 2) E := by
    intro q
    unfold pairProp
    rw [← Finset.sum_neg_distrib]
    refine HasDerivAt.fun_sum fun k _ => ?_
    exact ((hasDerivAt_const E (1 : ℝ)).fun_div ((hasDerivAt_id' E).sub_const (e k q))
      (sub_ne_zero.mpr (hE k q))).congr_deriv (by ring)
  change HasDerivAt (fun x => ∑ q, tMatrix e g x q) _ E
  rw [← Finset.sum_neg_distrib]
  refine HasDerivAt.fun_sum fun q _ => ?_
  unfold tMatrix
  exact ((hasDerivAt_const E (1 : ℝ)).fun_div ((hasDerivAt_const E (1 / g)).fun_sub (hP q))
    (denom_ne_zero hg (hS q))).congr_deriv (by ring)

end

end ChevyPolaron
```

Messages:

```
Try this:
  [apply] ring_nf
  
  The `ring` tactic failed to close the goal. Use `ring_nf` to obtain a normal form.
    
  Note that `ring` works primarily in *commutative* rings. If you have a noncommutative ring, abelian group or module, consider using `noncomm_ring`, `abel` or `module` instead.
Main.lean:46:44: error: unsolved goals
K : Type u_1
Q : Type u_2
inst✝¹ : Fintype K
inst✝ : Fintype Q
e : K → Q → ℝ
g E : ℝ
hg : g ≠ 0
hE : ∀ (k : K) (q : Q), E ≠ e k q
hS : ∀ (q : Q), g * pairProp e E q ≠ 1
hP : ∀ (q : Q), HasDerivAt (fun x => pairProp e x q) (-∑ k, 1 / (E - e k q) ^ 2) E
q : Q
x✝ : q ∈ univ
⊢ -((∑ x, (-(E * e x q * 2) + E ^ 2 + e x q ^ 2)⁻¹) * (-(g⁻¹ * pairProp e E q * 2) + g⁻¹ ^ 2 + pairProp e E q ^ 2)⁻¹) =
    -((∑ x, (-(E * e x q * 2) + E ^ 2 + e x q ^ 2)⁻¹) * (g⁻¹ - pairProp e E q)⁻¹ ^ 2)
```

Diagnosis. The error is in the last step, where `ring` must match the derivative given by the quotient rule with the stated one. The "Try this" message says only that `ring` failed and suggests `ring_nf`; the goal printed under the error is what remained unsolved.

The two sides of that goal differ only in how a square and an inverse are combined. The quotient rule divides by (1/g − S_q)², and `ring` multiplies out this square before inverting it. The stated formula has T_q², the square of an inverse, and there `ring` keeps the inverse of g⁻¹ − S_q as a unit and squares that. The two are equal, but `ring` does not identify the inverse of an expanded square with the square of an inverse of a sum.

The repair first runs `simp only [div_pow, one_pow]`, which turns (1/(1/g − S_q))² into 1/(1/g − S_q)². Both sides then invert the same square, `ring` expands it in the same way on each, and the goal closes.

The mended proof, as a diff:

```diff
@@ -44,5 +44,5 @@
   unfold tMatrix
   exact ((hasDerivAt_const E (1 : ℝ)).fun_div ((hasDerivAt_const E (1 / g)).fun_sub (hP q))
-    (denom_ne_zero hg (hS q))).congr_deriv (by ring)
+    (denom_ne_zero hg (hS q))).congr_deriv (by simp only [div_pow, one_pow]; ring)
 
 end
```
